# The Fejér kernel is nonnegative with mean one, so Fejér means of bounded integrable signals do not overshoot

**Q:** Take a periodic density that is 1 on half of each period, $0<x<\pi$, and 0 on the other half. Truncate its Fourier series after the first harmonic and you get $\tfrac12+\tfrac{2}{\pi}\sin x$, which rises to about 1.14 and falls to about $-0.14$. The density has become negative. More harmonics make the overshoot narrower, but they do not remove it. What do your theorems say about that?

**A:** They replace the truncation by a gentler one. Truncating after harmonic $n$ means convolving the signal with the Dirichlet kernel $D_n$, which takes negative values as soon as $n\ge1$: for example, $D_1(x)=1+2\cos x$ equals $-1$ at $x=\pi$. The average of $D_0,\dots,D_{N-1}$ is the Fejér kernel $F_N$. For $N\ge 1$ it is nonnegative and has mean one, so convolving with it takes a weighted average of the signal's values. Such an average stays between any lower and upper bound of the signal.

```lean
import Mathlib

open scoped Real
open Finset

namespace FejerKernel

noncomputable section
```

**Q:** Before any theorem, I want to see that the definitions are the right ones. What is $D_n$ in the code?

**A:** A real cosine sum over a real variable $x$, with period $2\pi$:
$$D_n(x)=1+2\sum_{k=0}^{n-1}\cos((k+1)x).$$
The index $k$ starts at zero, so the wave number is $k+1$ and runs from 1 to $n$.

```lean
/-- The Dirichlet kernel `D_n(x) = 1 + 2 ∑ cos (k x)`, with `k` running from `1` to `n`. -/
def dirichlet (n : ℕ) (x : ℝ) : ℝ :=
  1 + 2 * ∑ k ∈ range n, Real.cos (((k : ℝ) + 1) * x)
```

The Fejér kernel is the literal average, $F_N(x)=\frac1N\sum_{n=0}^{N-1}D_n(x)$, and not a closed formula put in by definition.

```lean
/-- The Fejér kernel: the average of the Dirichlet kernels `D_0, ..., D_(N-1)`. -/
def fejer (N : ℕ) (x : ℝ) : ℝ :=
  (∑ n ∈ range N, dirichlet n x) / N
```

The Fejér mean of a real signal $f$ is the convolution over one period,
$$\sigma_N f(x)=\frac1{2\pi}\int_{-\pi}^{\pi}f(x-t)\,F_N(t)\,dt.$$

```lean
/-- The Fejér mean of a signal `f` at `x`: its convolution with the Fejér kernel
over one period. -/
def fejerMean (N : ℕ) (f : ℝ → ℝ) (x : ℝ) : ℝ :=
  1 / (2 * π) * ∫ t in (-π)..π, f (x - t) * fejer N t
```

**Q:** My basis consists of plane waves, not cosines.

**A:** The two agree, because $2\cos\theta=e^{i\theta}+e^{-i\theta}$. Applied to each term, this turns $D_n$ into the sum of all plane waves with wave numbers from $-n$ to $n$, each with coefficient one. The next lemma states that as an equality of complex numbers, and its proof compares the two sums term by term.

```lean
/-- The Dirichlet kernel is the sum of the constant and of all pairs of opposite plane waves
with wave numbers `1` to `n`. -/
theorem dirichlet_eq_planeWaves (n : ℕ) (x : ℝ) :
    (dirichlet n x : ℂ) = 1 + ∑ k ∈ range n,
      (Complex.exp ((((k : ℂ) + 1) * x) * Complex.I)
        + Complex.exp (-(((k : ℂ) + 1) * x) * Complex.I)) := by
  simp only [dirichlet]
  push_cast
  rw [Finset.mul_sum]
  congr 1
  apply Finset.sum_congr rfl
  intro k _
  rw [Complex.cos]
  ring
```

**Q:** Now the closed form. How do you get from an average of cosine sums to a squared ratio of sines?

**A:** By two telescoping sums. The first one shows that
$$D_n(x)\sin(x/2)=\sin\big((n+\tfrac12)x\big).$$
For $n=0$ both sides are $\sin(x/2)$. Going from $n$ to $n+1$ adds $2\cos((n+1)x)$ to the kernel, and
$$2\cos((n+1)x)\sin(x/2)=\sin\big((n+\tfrac32)x\big)-\sin\big((n+\tfrac12)x\big),$$
so the old sine cancels and the new one remains. The Lean induction does the same: it writes the arguments of the two sines as $(n+1)x\mp x/2$, expands with the addition formulas, and `ring` collects the terms.

```lean
/-- The Dirichlet kernel times `sin (x/2)` is a single sine of frequency `n + 1/2`. -/
theorem dirichlet_mul_sin (n : ℕ) (x : ℝ) :
    dirichlet n x * Real.sin (x / 2) = Real.sin (((n : ℝ) + 1 / 2) * x) := by
  induction n with
  | zero =>
    have h : (((0 : ℕ) : ℝ) + 1 / 2) * x = x / 2 := by push_cast; ring
    rw [h]
    simp [dirichlet]
  | succ n ih =>
    have hstep : dirichlet (n + 1) x
        = dirichlet n x + 2 * Real.cos (((n : ℝ) + 1) * x) := by
      simp only [dirichlet, Finset.sum_range_succ]
      ring
    have h1 : ((n : ℝ) + 1 / 2) * x = ((n : ℝ) + 1) * x - x / 2 := by ring
    have h2 : (((n + 1 : ℕ) : ℝ) + 1 / 2) * x = ((n : ℝ) + 1) * x + x / 2 := by
      push_cast; ring
    rw [hstep, add_mul, ih, h1, h2, Real.sin_sub, Real.sin_add]
    ring
```

The second sum starts from the identity
$$\sin(c+a)\sin(c-a)=\sin^2c\cos^2a-\cos^2c\sin^2a=\sin^2c-\sin^2a.$$
Put $c=(N+1)x/2$ and $a=Nx/2$. Then $c+a=(N+\tfrac12)x$ and $c-a=x/2$, and with the first result
$$D_N(x)\sin^2(x/2)=\sin^2\frac{(N+1)x}{2}-\sin^2\frac{Nx}{2}.$$
Adding these differences up gives
$$\Big(\sum_{n=0}^{N-1}D_n(x)\Big)\sin^2(x/2)=\sin^2(Nx/2).$$
In the code the identity is called `tele`, and the induction on $N$ adds one difference at a time.

```lean
/-- The sum of the first `N` Dirichlet kernels times `sin² (x/2)` is `sin² (N x/2)`. -/
theorem sum_dirichlet_mul_sin_sq (N : ℕ) (x : ℝ) :
    (∑ n ∈ range N, dirichlet n x) * Real.sin (x / 2) ^ 2
      = Real.sin ((N : ℝ) * x / 2) ^ 2 := by
  -- the identity that makes the sum telescope
  have tele : ∀ c a : ℝ, Real.sin (c + a) * Real.sin (c - a)
      = Real.sin c ^ 2 - Real.sin a ^ 2 := by
    intro c a
    rw [Real.sin_add, Real.sin_sub]
    linear_combination Real.sin c ^ 2 * Real.sin_sq_add_cos_sq a
      - Real.sin a ^ 2 * Real.sin_sq_add_cos_sq c
  induction N with
  | zero => simp
  | succ N ih =>
    have key := tele (((N : ℝ) + 1) * x / 2) ((N : ℝ) * x / 2)
    have e1 : ((N : ℝ) + 1) * x / 2 + (N : ℝ) * x / 2 = ((N : ℝ) + 1 / 2) * x := by ring
    have e2 : ((N : ℝ) + 1) * x / 2 - (N : ℝ) * x / 2 = x / 2 := by ring
    rw [e1, e2, ← dirichlet_mul_sin] at key
    rw [Finset.sum_range_succ, add_mul, ih]
    push_cast
    linear_combination key
```

For $N\ge1$ and $\sin(x/2)\ne0$ we may divide by $N\sin^2(x/2)$ (at $N=0$, Lean's convention for division by zero makes both sides of the next formula zero):
$$F_N(x)=\frac1N\left(\frac{\sin(Nx/2)}{\sin(x/2)}\right)^2.$$

```lean
/-- Closed form of the Fejér kernel wherever `sin (x/2)` does not vanish. -/
theorem fejer_closed_form (N : ℕ) {x : ℝ} (hx : Real.sin (x / 2) ≠ 0) :
    fejer N x = 1 / N * (Real.sin ((N : ℝ) * x / 2) / Real.sin (x / 2)) ^ 2 := by
  rw [fejer, div_pow, ← sum_dirichlet_mul_sin_sq N x,
    mul_div_cancel_right₀ _ (pow_ne_zero 2 hx)]
  ring
```

**Q:** That excludes $x=0$, which is exactly where the kernel has its peak. If you claim nonnegativity everywhere, you need that point.

**A:** It is treated separately. If $\sin(x/2)=0$, then $x=2\pi m$ for an integer $m$, and every cosine in the sum equals one. Hence $D_n(x)=2n+1$, the sum of the first $N$ odd numbers is $N^2$, and $F_N(x)=N$. The proof follows these steps in the order `hcos`, `hD`, `hS`.

```lean
/-- At the points where `sin (x/2)` vanishes the Fejér kernel has the value `N`. -/
theorem fejer_peak (N : ℕ) {x : ℝ} (hx : Real.sin (x / 2) = 0) : fejer N x = N := by
  obtain ⟨m, hm⟩ := Real.sin_eq_zero_iff.mp hx
  -- every cosine mode equals one there
  have hcos : ∀ k : ℕ, Real.cos (((k : ℝ) + 1) * x) = 1 := by
    intro k
    have h : ((k : ℝ) + 1) * x = ((((k : ℤ) + 1) * m : ℤ) : ℝ) * (2 * π) := by
      push_cast
      linear_combination (-2 * ((k : ℝ) + 1)) * hm
    rw [h, Real.cos_int_mul_two_pi]
  have hD : ∀ n : ℕ, dirichlet n x = 2 * n + 1 := by
    intro n
    simp only [dirichlet, hcos, Finset.sum_const, Finset.card_range, nsmul_eq_mul]
    ring
  have hS : ∀ M : ℕ, ∑ n ∈ range M, dirichlet n x = (M : ℝ) * M := by
    intro M
    induction M with
    | zero => simp
    | succ M ih =>
      rw [Finset.sum_range_succ, ih, hD]
      push_cast
      ring
  rw [fejer, hS, mul_self_div_self]
```

Nonnegativity is then a distinction of two cases: the value is either $N$ or a square divided by $N$.

```lean
/-- The Fejér kernel is nowhere negative. -/
theorem fejer_nonneg (N : ℕ) (x : ℝ) : 0 ≤ fejer N x := by
  by_cases hx : Real.sin (x / 2) = 0
  · rw [fejer_peak N hx]
    exact Nat.cast_nonneg N
  · rw [fejer_closed_form N hx]
    positivity
```

**Q:** And the normalisation? A nonnegative kernel with the wrong weight would rescale my density.

**A:** Each nonconstant mode integrates to zero over the period,
$$\int_{-\pi}^{\pi}\cos((k+1)x)\,dx=\frac{2\sin((k+1)\pi)}{k+1}=0,$$
so only the constant in $D_n$ contributes, and $\int_{-\pi}^{\pi}D_n(x)\,dx=2\pi$. The Lean proof calls the vanishing integral `hmode`, then exchanges the integral with the finite sum. Continuity of the cosines supplies the integrability needed for that.

```lean
/-- Every Dirichlet kernel integrates to `2π` over a period. -/
theorem integral_dirichlet (n : ℕ) : ∫ x in (-π)..π, dirichlet n x = 2 * π := by
  -- the nonconstant modes integrate to zero
  have hmode : ∀ k : ℕ, ∫ x in (-π)..π, Real.cos (((k : ℝ) + 1) * x) = 0 := by
    intro k
    have hk : (k : ℝ) + 1 ≠ 0 := by positivity
    have hs := Real.sin_nat_mul_pi (k + 1)
    push_cast at hs
    rw [intervalIntegral.integral_comp_mul_left Real.cos hk, integral_cos, mul_neg,
      Real.sin_neg, hs]
    simp
  simp only [dirichlet]
  rw [intervalIntegral.integral_add, intervalIntegral.integral_const_mul,
    intervalIntegral.integral_finsetSum]
  · simp only [hmode, Finset.sum_const_zero, intervalIntegral.integral_const, smul_eq_mul]
    ring
  all_goals
    intros
    apply Continuous.intervalIntegrable
    fun_prop
```

Averaging $N$ kernels that each have integral $2\pi$ gives $2\pi$ again, so
$$\frac1{2\pi}\int_{-\pi}^{\pi}F_N(x)\,dx=1.$$
Here $N\ge1$ is needed: an average of no kernels is zero in Lean, and its mean is zero too.

```lean
/-- For `N ≥ 1` the Fejér kernel has mean one over a period. -/
theorem fejer_mean_one {N : ℕ} (hN : 0 < N) :
    1 / (2 * π) * ∫ x in (-π)..π, fejer N x = 1 := by
  have hN' : (N : ℝ) ≠ 0 := by positivity
  have hp := Real.pi_ne_zero
  simp only [fejer]
  rw [intervalIntegral.integral_div, intervalIntegral.integral_finsetSum]
  · simp only [integral_dirichlet, Finset.sum_const, Finset.card_range, nsmul_eq_mul]
    field_simp
  · intro n _
    apply Continuous.intervalIntegrable
    unfold dirichlet
    fun_prop
```

**Q:** A constant kernel is also nonnegative with mean one. What tells me that this one concentrates near the origin as $N$ grows?

**A:** The fourth part of the main theorem. Let $0<d\le|x|\le\pi$. Then $0<d/2\le|x|/2\le\pi/2$, and the sine increases on that range, so $0<\sin(d/2)\le\sin(|x|/2)$. Squaring removes the absolute value, since $\sin^2(|x|/2)=\sin^2(x/2)$. The numerator $\sin^2(Nx/2)$ is at most one, and therefore
$$F_N(x)\le\frac{1}{N\sin^2(d/2)}.$$
For fixed $d$ the right-hand side falls as $1/N$.

**Q:** Read me the formal theorem, then.

**A:** For a natural number $N$ with `0 < N`, `fejer_kernel` joins four statements: the closed form at every real $x$ with $\sin(x/2)\ne0$; nonnegativity at every real $x$; mean one over the period from $-\pi$ to $\pi$; and the bound just derived, for all real $d$ and $x$ in the stated range. The first three come from the earlier lemmas. In the proof of the fourth, `hmono` is the monotonicity of the sine, `habs` removes the absolute value, `hsq` compares the squares, and the final `calc` enlarges the numerator and shrinks the denominator.

```lean
/-- For `N ≥ 1` the Fejér kernel has its squared-sine closed form wherever `sin (x/2)` does not
vanish, is nonnegative, has mean one over a period, and for every `d > 0` is at most `1 / (N sin²
(d/2))` at distances from `d` to `π` from the origin. -/
theorem fejer_kernel {N : ℕ} (hN : 0 < N) :
    (∀ x, Real.sin (x / 2) ≠ 0 →
      fejer N x = 1 / N * (Real.sin ((N : ℝ) * x / 2) / Real.sin (x / 2)) ^ 2) ∧
    (∀ x, 0 ≤ fejer N x) ∧
    1 / (2 * π) * (∫ x in (-π)..π, fejer N x) = 1 ∧
    (∀ d x, 0 < d → d ≤ |x| → |x| ≤ π →
      fejer N x ≤ 1 / (N * Real.sin (d / 2) ^ 2)) := by
  refine ⟨fun x hx => fejer_closed_form N hx, fejer_nonneg N, fejer_mean_one hN, ?_⟩
  intro d x hd hdx hxp
  have hpos : 0 < Real.sin (d / 2) :=
    Real.sin_pos_of_pos_of_lt_pi (by linarith) (by linarith [Real.pi_pos])
  -- the sine increases on the half period
  have hmono : Real.sin (d / 2) ≤ Real.sin (|x| / 2) :=
    Real.sin_le_sin_of_le_of_le_pi_div_two (by linarith [Real.pi_pos]) (by linarith)
      (by linarith)
  have habs : Real.sin (|x| / 2) ^ 2 = Real.sin (x / 2) ^ 2 := by
    rcases abs_choice x with h | h
    · rw [h]
    · rw [h, neg_div, Real.sin_neg, neg_sq]
  have hsq : Real.sin (d / 2) ^ 2 ≤ Real.sin (x / 2) ^ 2 := by
    rw [← habs]
    exact pow_le_pow_left₀ hpos.le hmono 2
  have hx : Real.sin (x / 2) ≠ 0 := by
    intro h
    rw [h] at hsq
    nlinarith [pow_pos hpos 2]
  rw [fejer_closed_form N hx, div_pow]
  calc 1 / (N : ℝ) * (Real.sin ((N : ℝ) * x / 2) ^ 2 / Real.sin (x / 2) ^ 2)
      ≤ 1 / (N : ℝ) * (1 / Real.sin (d / 2) ^ 2) :=
        mul_le_mul_of_nonneg_left
          (div_le_div₀ zero_le_one (Real.sin_sq_le_one _) (pow_pos hpos 2) hsq)
          (by positivity)
    _ = 1 / (N * Real.sin (d / 2) ^ 2) := by ring
```

**Q:** This is all about the kernel. My complaint was about a density with a jump.

**A:** The last theorem is about the signal. Suppose $m\le f(y)\le M$ for every real $y$. Because $F_N(t)\ge0$, multiplying by it preserves both inequalities:
$$m\,F_N(t)\le f(x-t)\,F_N(t)\le M\,F_N(t).$$
Integrate over $t$ and divide by $2\pi$. Since the kernel has mean one, the outer terms become $m$ and $M$, and so $m\le\sigma_Nf(x)\le M$.

**Q:** Which assumptions on $f$ does that hide? Continuity would defeat the purpose.

**A:** Continuity is not assumed. The hypothesis `hf` asks that $t\mapsto f(x-t)$ be integrable from $-\pi$ to $\pi$, which a step function satisfies. Periodicity is not assumed either, although it is what makes the integral a convolution on the circle in the physical setting. The hypotheses `hm` and `hM` are the two bounds, and the conclusion `fejerMean N f x ∈ Set.Icc m M` says that the mean lies in the closed interval from $m$ to $M$.

In the proof, `hc` shows that a constant signal is reproduced exactly, and `hlow` and `hupp` are the two integrated inequalities.

```lean
/-- For `N ≥ 1`: if a signal `f` takes values between `m` and `M`, and `t ↦ f (x - t)` is integrable
from `-π` to `π`, then the Fejér mean of `f` at `x` lies between `m` and `M`. -/
theorem fejerMean_mem_Icc {N : ℕ} (hN : 0 < N) {f : ℝ → ℝ} {m M : ℝ} (x : ℝ)
    (hf : IntervalIntegrable (fun t => f (x - t)) MeasureTheory.volume (-π) π)
    (hm : ∀ y, m ≤ f y) (hM : ∀ y, f y ≤ M) :
    fejerMean N f x ∈ Set.Icc m M := by
  have hcont : Continuous (fejer N) := by
    unfold fejer dirichlet
    fun_prop
  have hF : IntervalIntegrable (fun t => f (x - t) * fejer N t)
      MeasureTheory.volume (-π) π := hf.mul_continuousOn hcont.continuousOn
  have hC : ∀ c : ℝ, IntervalIntegrable (fun t => c * fejer N t)
      MeasureTheory.volume (-π) π :=
    fun c => (continuous_const.mul hcont).intervalIntegrable _ _
  -- a constant signal is reproduced exactly
  have hc : ∀ c : ℝ, 1 / (2 * π) * ∫ t in (-π)..π, c * fejer N t = c := by
    intro c
    rw [intervalIntegral.integral_const_mul]
    linear_combination c * fejer_mean_one hN
  have hab : -π ≤ π := by linarith [Real.pi_pos]
  have hw : 0 ≤ 1 / (2 * π) := by positivity
  -- nonnegativity of the kernel preserves both inequalities
  have hlow := intervalIntegral.integral_mono_on hab (hC m) hF
    (fun t _ => mul_le_mul_of_nonneg_right (hm (x - t)) (fejer_nonneg N t))
  have hupp := intervalIntegral.integral_mono_on hab hF (hC M)
    (fun t _ => mul_le_mul_of_nonneg_right (hM (x - t)) (fejer_nonneg N t))
  have h1 := mul_le_mul_of_nonneg_left hlow hw
  have h2 := mul_le_mul_of_nonneg_left hupp hw
  rw [hc] at h1 h2
  exact ⟨h1, h2⟩

end

end FejerKernel
```

```lean
#print axioms FejerKernel.dirichlet_eq_planeWaves
#print axioms FejerKernel.fejer_kernel
#print axioms FejerKernel.fejerMean_mem_Icc
```

```
'FejerKernel.dirichlet_eq_planeWaves' depends on axioms: [propext, Classical.choice, Quot.sound]
'FejerKernel.fejer_kernel' depends on axioms: [propext, Classical.choice, Quot.sound]
'FejerKernel.fejerMean_mem_Icc' depends on axioms: [propext, Classical.choice, Quot.sound]
```

**Q:** Try it on my step density.

**A:** With $N=1$ the kernel is $F_1=1$, and the Fejér mean is the plain average $\tfrac12$. With $N=2$ the kernel is $F_2(x)=\tfrac12\big(1+1+2\cos x\big)=1+\cos x$, which touches zero at $x=\pi$ but does not cross it. The mean becomes $\tfrac12+\tfrac1\pi\sin x$, which stays between about 0.18 and 0.82. It contains the same harmonic as your truncated series, at half the amplitude.

**Q:** So I pay with resolution.

**A:** Yes. For a periodic signal, the Fejér mean multiplies the Fourier coefficient of wave number $j$, for $|j|<N$, by $1-|j|/N$. That damps genuine structure along with the overshoot, and a jump comes out smeared.

**Q:** Is this Fejér's theorem, that the means converge to a continuous periodic signal?

**A:** No. Every statement here holds at a fixed $N$, and the limit $N\to\infty$ is not taken. Mean one, nonnegativity and the bound away from the origin are the properties of the kernel from which a convergence proof would start.

**Q:** Does the argument against overshoot depend on this particular kernel?

**A:** Only through its nonnegativity, its mean and its continuity, which the proof uses for integrability. The same argument works for any continuous nonnegative kernel with mean one over the period, whatever its closed form.

**Q:** And where would I meet this in a calculation?

**A:** When the Fourier series of a density is cut off sharply, negative values can appear. In a plane-wave electronic structure calculation this can happen if the density itself is truncated; a density summed from the squared moduli of the orbitals with nonnegative occupations, with all its Fourier components kept, is nonnegative already. For a one-dimensional signal and an exactly evaluated convolution integral, the last theorem with $m=0$ says that Fejér smoothing keeps a bounded nonnegative density nonnegative. Three-dimensional cells and sums over a discrete grid would need their own statements.
